# The largest $2M_S$ of $n$ electrons in an $l$-shell is $\min(n,\,4l+2-n)$

An $l$-shell has $2l+1$ spatial orbitals, and each of them can hold one spin-up and one spin-down electron. A spin orbital is a pair $(m,\sigma)$ of a spatial orbital $m$ and a spin $\sigma\in\{\uparrow,\downarrow\}$, so the shell has $4l+2$ spin orbitals. A determinant is specified by the set $c$ of its occupied spin orbitals. Because $c$ is a set, no spin orbital is occupied twice, which is the Pauli principle.

Write $n_\uparrow$ and $n_\downarrow$ for the numbers of electrons of each spin in $c$, and $n=n_\uparrow+n_\downarrow$ for their total. With spins measured in units of $\hbar$, the spin projection is $M_S=\tfrac12(n_\uparrow-n_\downarrow)$. It is convenient to work with the integer

$$d=2M_S=n_\uparrow-n_\downarrow .$$

The claim is that for $n\le 4l+2$ the greatest value of $d$ over all determinants with $n$ electrons is

$$D=\min(n,\;4l+2-n),$$

and that some determinant attains it.

## Which spin projections occur

The two electron numbers satisfy $0\le n_\uparrow\le 2l+1$ and $0\le n_\downarrow\le 2l+1$. Eliminating one or the other from $d$ gives two expressions:

$$d=n-2n_\downarrow,\qquad d=2n_\uparrow-n .$$

The first, with $0\le n_\downarrow\le 2l+1$, gives $n-(4l+2)\le d\le n$. The second, with $0\le n_\uparrow\le 2l+1$, gives $-n\le d\le 4l+2-n$. Together these say $|d|\le D$. The first expression also shows that $n-d=2n_\downarrow$ is even.

Conversely, let $d$ be an integer with $|d|\le D$ and $n-d$ even. Set

$$n_\uparrow=\frac{n+d}{2},\qquad n_\downarrow=\frac{n-d}{2}.$$

Both are integers, since $n+d=(n-d)+2d$ is even as well. Both are non-negative because $|d|\le n$, and both are at most $2l+1$ because $n\pm d\le n+|d|\le 4l+2$. Choose any $n_\uparrow$ spatial orbitals for the spin-up electrons and any $n_\downarrow$ for the spin-down electrons. The resulting determinant has $n$ electrons and $2M_S=d$. The possible values of $2M_S$ are therefore exactly the integers $d$ with $|d|\le D$ and the parity of $n$.

It remains to check that $D$ is itself one of these values. Since $n\le 4l+2$, we have $D\ge 0$ and hence $|D|=D$. The difference $n-D$ is either $0$ or $2n-(4l+2)$, and both are even. So $D$ occurs, and no larger value does.

The maximal determinants are easy to recognise. If $n_\downarrow=0$, then $d=n\ge D$, and since $d\le D$ always holds, $d=D$. If $n_\uparrow=2l+1$, then $d=4l+2-n\ge D$, and again $d=D$. In the other direction, suppose $d=D$. If $D=n$, then $n-2n_\downarrow=n$ gives $n_\downarrow=0$. If $D=4l+2-n$, then $2n_\uparrow-n=4l+2-n$ gives $n_\uparrow=2l+1$. This is the familiar filling recipe: spin-up electrons go in first, and spin-down electrons enter only when every orbital already holds a spin-up electron.

Exchanging occupied and empty spin orbitals replaces $n_\uparrow$ by $2l+1-n_\uparrow$ and $n_\downarrow$ by $2l+1-n_\downarrow$. The difference changes sign, so $d$ becomes $-d$.

The derivation uses the number $2l+1$ only as the number of spatial orbitals. For $k$ orbitals the same steps give the maximum $\min(n,2k-n)$ when $n\le 2k$. Two electrons confined to the pair of $e_g$ orbitals of an octahedral complex, for example, reach $2M_S=2$.

## From the projection to the Hund term

The determinants span the space of $n$-electron states of the shell and are eigenstates of $S_z$. The largest eigenvalue of $S_z$ is therefore $D/2$. A multiplet of total spin $S$ contains a state with $M_S=S$, so no multiplet has $S>D/2$. A state with $M_S=D/2$ has components only in multiplets with $S\ge D/2$, so the largest total spin is exactly $D/2$. Hund's first rule says that the ground term has this largest spin, with multiplicity $D+1$. For seven electrons in a d-shell, where $l=2$, this gives $D=\min(7,3)=3$, and the ground term is a quartet.

The rule is a statement about energies, and it rests on the electron repulsion. The counting argument contains no Hamiltonian: it determines which spin is maximal, not which term is lowest. The formal development below is about $M_S$ of determinants, and the step to total spin is the angular-momentum argument just given.

In an atomic calculation that fixes the numbers of spin-up and spin-down electrons, $D$ is the difference to set for a high-spin state, provided that all open-shell electrons belong to a single $l$-shell.

## Determinants as finite sets

The file opens with the Mathlib import and a namespace.

In Lean 4 with Mathlib:

```lean
import Mathlib

open Finset

namespace HundMaximalSpin
```

A determinant is a finite set of pairs.

```lean
/-- A determinant of an `l`-shell: the set of occupied spin orbitals, each given by one of
`2l+1` spatial orbitals and a spin (`true` is up, `false` is down). -/
abbrev Occupation (l : ℕ) := Finset (Fin (2 * l + 1) × Bool)
```

The type `Fin (2 * l + 1)` has the elements $0,\dots,2l$. They can be read as the magnetic quantum numbers $-l,\dots,l$ shifted by $l$, but only their number matters here. The Boolean `true` stands for spin up and `false` for spin down. The electron number $n$ is the cardinality `c.card`.

```lean
/-- The spatial orbitals that are occupied with spin `s`. -/
def orbitals {l : ℕ} (c : Occupation l) (s : Bool) : Finset (Fin (2 * l + 1)) :=
  Finset.univ.filter (fun m => (m, s) ∈ c)
```

For a determinant `c` and a spin `s`, `orbitals c s` is the set of spatial orbitals occupied with that spin. Its cardinality is $n_\uparrow$ for `true` and $n_\downarrow$ for `false`.

```lean
/-- Twice the spin projection `M_S`: the number of spin-up electrons minus the number of
spin-down electrons. -/
def twoMs {l : ℕ} (c : Occupation l) : ℤ :=
  ((orbitals c true).card : ℤ) - ((orbitals c false).card : ℤ)
```

This is $d=2M_S$. The cardinalities are converted to integers before they are subtracted, so a surplus of spin-down electrons gives a negative value, as it should.

## The constraints on the two electron numbers

The first lemma is $n_\uparrow+n_\downarrow=n$.

```lean
/-- The spin-up and spin-down electrons together are all the electrons. -/
theorem card_up_add_card_down {l : ℕ} (c : Occupation l) :
    (orbitals c true).card + (orbitals c false).card = c.card := by
  have h : c.card = ∑ p : Fin (2 * l + 1) × Bool, if p ∈ c then 1 else 0 := by simp
  rw [h]
  simp only [orbitals, Finset.card_filter, Fintype.sum_prod_type, Fintype.sum_bool,
    Finset.sum_add_distrib]
```

The proof writes the electron number as a sum over all spin orbitals, with the term $1$ for an occupied one and $0$ for an empty one. Splitting this sum by spin gives the two cardinalities.

```lean
/-- At most `2l+1` electrons of a determinant have the same spin `s`. -/
theorem card_orbitals_le {l : ℕ} (c : Occupation l) (s : Bool) :
    (orbitals c s).card ≤ 2 * l + 1 := by
  have h := Finset.card_le_univ (orbitals c s)
  rwa [Fintype.card_fin] at h
```

This is the bound $n_\sigma\le 2l+1$: a set of spatial orbitals cannot have more elements than there are spatial orbitals.

```lean
/-- Any numbers `a` and `b` of spin-up and spin-down electrons, each at most `2l+1`, occur in
some determinant of the shell. -/
theorem exists_occupation (l a b : ℕ) (ha : a ≤ 2 * l + 1) (hb : b ≤ 2 * l + 1) :
    ∃ c : Occupation l, (orbitals c true).card = a ∧ (orbitals c false).card = b := by
  obtain ⟨A, -, hA⟩ := Finset.exists_subset_card_eq
    (s := (Finset.univ : Finset (Fin (2 * l + 1)))) (n := a) (by simpa using ha)
  obtain ⟨B, -, hB⟩ := Finset.exists_subset_card_eq
    (s := (Finset.univ : Finset (Fin (2 * l + 1)))) (n := b) (by simpa using hb)
  -- put spin-up electrons into `A` and spin-down electrons into `B`
  have h1 : orbitals (A ×ˢ {true} ∪ B ×ˢ {false} : Occupation l) true = A := by
    ext m
    simp [orbitals]
  have h2 : orbitals (A ×ˢ {true} ∪ B ×ˢ {false} : Occupation l) false = B := by
    ext m
    simp [orbitals]
  exact ⟨A ×ˢ {true} ∪ B ×ˢ {false}, by rw [h1, hA], by rw [h2, hB]⟩
```

This lemma supplies the construction in the converse direction. It takes a set `A` of $a$ orbitals and a set `B` of $b$ orbitals, and occupies `A` with spin up and `B` with spin down. The statements `h1` and `h2` confirm that `orbitals` recovers `A` and `B` from the resulting determinant. The two sets may overlap, in which case the shared orbitals are doubly occupied.

## The spectrum of $2M_S$ and its top

The next theorem describes all values of $2M_S$ for a given electron number. In words: there is a determinant with $n$ electrons and $2M_S=d$ if and only if $|d|\le\min(n,4l+2-n)$ and $n-d$ is even.

```lean
/-- The values of `2 M_S` for `n` electrons in an `l`-shell are exactly the integers of the same
parity as `n` whose modulus is at most `min (n, 4l+2-n)`. -/
theorem spin_projection_values (l n : ℕ) (d : ℤ) :
    (∃ c : Occupation l, c.card = n ∧ twoMs c = d) ↔
      |d| ≤ min (n : ℤ) (4 * l + 2 - n) ∧ Even ((n : ℤ) - d) := by
  rw [abs_le, Int.even_iff]
  constructor
  · rintro ⟨c, hc, hd⟩
    have h := card_up_add_card_down c
    have hu := card_orbitals_le c true
    have hv := card_orbitals_le c false
    unfold twoMs at hd
    refine ⟨⟨?_, ?_⟩, ?_⟩ <;> omega
  · rintro ⟨⟨h1, h2⟩, h3⟩
    -- the electron numbers are `(n + d) / 2` up and `(n - d) / 2` down
    obtain ⟨c, hu, hv⟩ := exists_occupation l (((n : ℤ) + d) / 2).toNat
      (((n : ℤ) - d) / 2).toNat (by omega) (by omega)
    have h := card_up_add_card_down c
    refine ⟨c, by omega, ?_⟩
    unfold twoMs
    omega
```

The opening rewrite turns the modulus into two inequalities and evenness into a remainder modulo 2, so that everything becomes linear arithmetic over the integers, which `omega` decides. In the forward direction it receives the sum rule and the two Pauli bounds, and derives the lower bound, the upper bound and the parity. In the backward direction the electron numbers are $(n+d)/2$ and $(n-d)/2$, as in the derivation by hand. The function `toNat` turns these integers into natural numbers, and it changes nothing here because both are non-negative.

This theorem needs no assumption on $n$. For $n>4l+2$ the bound on $|d|$ is negative, so the right-hand side is false, and the left-hand side is false because no determinant has that many electrons.

The statement about the maximum uses `IsGreatest`, which means that the number belongs to the set and is an upper bound for it. The set consists of the values of $2M_S$ over all determinants with $n$ electrons.

```lean
/-- For `n ≤ 4l+2` electrons in an `l`-shell the greatest value of `2 M_S` over all determinants is
`min (n, 4l+2-n)`, and it is attained. -/
theorem hund_maximal_spin (l n : ℕ) (hn : n ≤ 4 * l + 2) :
    IsGreatest {d : ℤ | ∃ c : Occupation l, c.card = n ∧ twoMs c = d}
      (min (n : ℤ) (4 * l + 2 - n)) := by
  constructor
  · refine (spin_projection_values l n _).2 ⟨?_, ?_⟩
    · exact (abs_of_nonneg (by omega)).le
    · rw [Int.even_iff]
      omega
  · rintro d hd
    exact (le_abs_self d).trans ((spin_projection_values l n d).1 hd).1
```

The first part shows that $D$ occurs, by checking the two conditions of the preceding theorem: $|D|\le D$, which holds because $D\ge0$, and the parity of $n-D$. The second part is the chain $d\le|d|\le D$.

The hypothesis `hn`, $n\le 4l+2$, is needed for $D\ge 0$. Without it the statement is false. Take $l=0$ and $n=3$: an $s$-shell has only two spin orbitals, so there is no determinant with three electrons and the set of values is empty. The formula would give $\min(3,-1)=-1$, but an empty set has no greatest element.

## Maximal determinants and the exchange of occupied and empty spin orbitals

The equality case is stated for a determinant `c` with its own electron number `c.card`, which cannot exceed $4l+2$, so no separate hypothesis appears.

```lean
/-- A determinant with `n` electrons has `2 M_S = min (n, 4l+2-n)` exactly when it has no spin-down
electron or all its spin-up orbitals are filled. -/
theorem maximal_spin_iff {l : ℕ} (c : Occupation l) :
    twoMs c = min (c.card : ℤ) (4 * l + 2 - c.card) ↔
      orbitals c false = ∅ ∨ orbitals c true = Finset.univ := by
  have h := card_up_add_card_down c
  have hu := card_orbitals_le c true
  have hfull := Finset.card_eq_iff_eq_univ (orbitals c true)
  rw [Fintype.card_fin] at hfull
  -- both conditions are statements about the two electron numbers
  rw [← hfull, ← Finset.card_eq_zero]
  unfold twoMs
  omega
```

The condition `orbitals c false = ∅` says that there is no spin-down electron, and `orbitals c true = Finset.univ` says that every spatial orbital holds a spin-up electron. The proof translates them into $n_\downarrow=0$ and $n_\uparrow=2l+1$. What remains is the equivalence derived by hand above, and `omega` settles it from the sum rule and the bound on $n_\uparrow$. At half filling, $n=2l+1$, the two conditions coincide. An empty shell satisfies the first and a full shell the second, both with $2M_S=0$.

The last theorem concerns the complement `cᶜ`, the set of empty spin orbitals.

```lean
/-- Exchanging occupied and empty spin orbitals reverses the sign of `2 M_S`. -/
theorem twoMs_compl {l : ℕ} (c : Occupation l) : twoMs cᶜ = -twoMs c := by
  have h : ∀ s, orbitals cᶜ s = (orbitals c s)ᶜ := by
    intro s
    ext m
    simp [orbitals]
  have hu := card_orbitals_le c true
  have hv := card_orbitals_le c false
  simp only [twoMs, h, Finset.card_compl, Fintype.card_fin]
  omega

end HundMaximalSpin
```

The statement `h` says that, for each spin, the orbitals occupied in the complement are those left empty in `c`. Their number is $2l+1-n_\sigma$, and the Pauli bounds `hu` and `hv` ensure that this subtraction of natural numbers is the true difference. The theorem relates a determinant with $n$ electrons to one with $4l+2-n$, in keeping with the symmetry of $D$ under $n\mapsto 4l+2-n$: three and seven electrons in a d-shell have the same maximal spin.

```lean
#print axioms HundMaximalSpin.hund_maximal_spin
#print axioms HundMaximalSpin.maximal_spin_iff
#print axioms HundMaximalSpin.twoMs_compl
```

```
'HundMaximalSpin.hund_maximal_spin' depends on axioms: [propext, Classical.choice, Quot.sound]
'HundMaximalSpin.maximal_spin_iff' depends on axioms: [propext, Classical.choice, Quot.sound]
'HundMaximalSpin.twoMs_compl' depends on axioms: [propext, Classical.choice, Quot.sound]
```
